# Finite dispersion energy at zero distance for finitely many sinc couplings with integrable spectral functions

## Distance, channels and gaps

Let \(R\) be the distance between two atoms in their ground states. Second-order perturbation theory gives their dispersion energy as

\[
E(R) = -\sum_n \frac{V_n(R)^2}{D_n}.
\]

Here \(n\) labels a channel, that is, a pair of simultaneous excitations, one on each atom. The gap \(D_n\) is the sum of the two excitation energies, and \(V_n(R)\) is the real matrix element of the interaction that couples the channel to the ground state.

For real atoms with the Coulomb interaction, retardation being neglected, the leading term at large distance is the London term \(-C/R^6\), with \(C\) usually written \(C_6\). This term diverges as \(R \to 0\). It comes from a multipole expansion, which treats the charge clouds as points and loses its meaning once they overlap. The question is what happens to \(E(R)\) at short range if the coupling is kept as an integral over wave numbers \(k\).

In the model treated here, that integral is

\[
V_n(R) = \int_0^\infty \operatorname{sinc}(kR)\, F_n(k)\, dk,
\qquad
\operatorname{sinc}(x) = \frac{\sin x}{x}, \quad \operatorname{sinc}(0) = 1 .
\]

This is the unnormalised sinc, without the factor \(\pi\) used in signal processing. It is the spherical Bessel function \(j_0\). The real spectral function \(F_n\) contains the product of the two Fourier-transformed transition densities and all constant factors.

Two conditions are imposed. Each \(F_n\) is integrable on \((0,\infty)\), which stands for charge clouds of finite extent, whose form factors fall off at large \(k\). Each \(D_n\) is positive: every channel costs energy, as it does when both atoms start from their ground states.

## The statement and its Lean form

For finitely many channels under these two conditions, \(E\) is continuous in \(R\), and

\[
|E(R)| \le \sum_n \frac{\left(\int_0^\infty |F_n|\,dk\right)^2}{D_n},
\qquad
E(0) = -\sum_n \frac{\left(\int_0^\infty F_n\,dk\right)^2}{D_n}.
\]

This is the theorem `energy_regular`. The channels form a finite type `ι`, the spectral functions are `F : ι → ℝ → ℝ`, and the gaps are `D : ι → ℝ`. The hypothesis `IntegrableOn (F n) (Ioi 0)` is integrability on \((0,\infty)\), and `0 < D n` is positivity of the gap. The definitions `coupling` and `energy` are \(V_n(R)\) and \(E(R)\). Continuity is stated on the whole real line; physical distances are the part \(R \ge 0\).

Three further theorems concern the same energy:

- `energy_tendsto_zero`: \(E(R) \to 0\) as \(R \to \infty\).
- `energy_zero_le`: if every \(F_n\) is nonnegative on \(k > 0\), then \(E(0) \le E(R)\) for all \(R\).
- `damping_short_range`: let \(f(R) = E(R)/(-C/R^6)\) be the damping function, called `damping` in Lean. For any real \(C \neq 0\),

\[
\frac{C f(R)}{R^6} \to \sum_n \frac{\left(\int_0^\infty F_n\,dk\right)^2}{D_n}
\quad \text{as } R \to 0,\ R \neq 0 .
\]

The letter `f` in the definition of `coupling` is a single spectral function and not the damping function.

The model differs from a pair of real atoms in its channels and in its kernel. Real atoms have infinitely many channels, including a continuum in which an atom is ionised, and the theorems cover only a finite selection of them. A coupling through \(j_0\) alone is right for two spherically symmetric transition densities. For two transition dipoles the wave-number integral also contains \(j_2(kR)\), and that part carries the \(R^{-3}\) tail from which the London term arises. Accordingly, \(C\) is a free constant in the theorems, and nothing is said about \(f(R) \to 1\) at large distance. Exchange and higher orders of perturbation theory are left out as well, so \(E(0)\) is not the energy of a united atom.

Dispersion corrections to density functionals often use a damped pair term such as \(-C/(R^6 + a^6)\) with a length \(a > 0\), which is finite at \(R = 0\); the finite-channel sinc model shows the same kind of short-range limit coming from an integral over extended charge clouds.

## Derivation from the bound on the kernel

**Bound on the coupling.** Since \(|\sin x| \le |x|\), we have \(|\operatorname{sinc}(x)| \le 1\) for all \(x\). Hence

\[
|\operatorname{sinc}(kR) F_n(k)| \le |F_n(k)|,
\qquad
|V_n(R)| \le \int_0^\infty |F_n|\,dk .
\]

**Continuity.** Let \(R_j \to R\). For each fixed \(k\), \(\operatorname{sinc}(kR_j) F_n(k) \to \operatorname{sinc}(kR) F_n(k)\), because sinc is continuous. All these integrands are dominated by the integrable function \(|F_n|\), so dominated convergence gives \(V_n(R_j) \to V_n(R)\). Squaring, dividing by the constant \(D_n\) and adding finitely many terms preserve continuity, so \(E\) is continuous.

**Bound on the energy.** Each term \(V_n(R)^2/D_n\) is nonnegative, so

\[
|E(R)| = \sum_n \frac{V_n(R)^2}{D_n}
\le \sum_n \frac{\left(\int_0^\infty |F_n|\,dk\right)^2}{D_n}.
\]

**Value at zero distance.** At \(R = 0\) the kernel is \(\operatorname{sinc}(0) = 1\) for every \(k\). Thus \(V_n(0) = \int_0^\infty F_n\,dk\), and the formula for \(E(0)\) follows.

**Large distance.** For fixed \(k > 0\) and \(R > 0\), \(|\operatorname{sinc}(kR)| \le 1/(kR)\), which tends to zero as \(R \to \infty\). With \(|F_n|\) again as the dominating function, \(V_n(R) \to 0\), and therefore \(E(R) \to 0\).

**Nonnegative spectral functions.** If \(F_n \ge 0\), then \(\int |F_n| = \int F_n\), and the bound on \(|E(R)|\) equals \(-E(0)\). So \(E(R) \ge -|E(R)| \ge E(0)\).

**Damping at short range.** For \(R \neq 0\), the definition gives \(f(R) = -E(R) R^6/C\), hence \(C f(R)/R^6 = -E(R)\). By continuity this tends to \(-E(0)\). If at least one integral \(\int F_n\) is nonzero, \(f\) vanishes exactly as fast as \(R^6\) and cancels the divergence of the London term. If all of them are zero, \(f\) vanishes faster.

## One exponential channel

Take a single channel with gap \(D > 0\) and \(F(k) = A e^{-bk}\), where \(A \neq 0\) and \(b > 0\). For \(R > 0\),

\[
V(R) = \frac{A}{R} \arctan\frac{R}{b},
\qquad
E(R) = -\frac{A^2}{D R^2} \arctan^2\frac{R}{b}.
\]

As \(R \to 0\) the energy tends to \(-A^2/(b^2 D)\), in agreement with \(\int_0^\infty F\,dk = A/b\). At large \(R\) it behaves as \(-\pi^2 A^2/(4 D R^2)\). The energy does vanish at infinity, but much more slowly than \(R^{-6}\), so integrability of \(F\) alone does not produce a London tail. This channel is a mathematical illustration and does not describe a pair of real transitions. A transition density between orthogonal states integrates to zero, so for two spherically symmetric transition densities \(F(k) \to 0\) as \(k \to 0\), whereas here \(F(0) = A \neq 0\).

## The same argument with the kernel \(j_2\)

For continuity, the bound and the large-distance limit, the derivation uses only that the kernel is continuous, bounded by 1 in absolute value and zero at infinity. The function \(j_2\) has these properties too, so a coupling \(\int_0^\infty j_2(kR) F_n(k)\,dk\) is continuous, obeys the same bound and vanishes at large distance. The difference is that \(j_2(0) = 0\): such a coupling vanishes at \(R = 0\), and an energy built only from couplings of this kind has \(E(0) = 0\). This variant and the exponential channel are ordinary calculations that have not been formalised.

## The Lean file

```lean
import Mathlib

open MeasureTheory Filter Set Topology

namespace KoideDamping

noncomputable section

/-- The coupling `V(R) = ∫ sinc(kR) f(k) dk` over wave numbers `k > 0`, for a spectral
function `f` integrable on `(0, ∞)`. -/
def coupling (f : ℝ → ℝ) (R : ℝ) : ℝ :=
  ∫ k in Ioi (0 : ℝ), Real.sinc (k * R) * f k

/-- The second-order energy `E(R) = -∑ V_n(R)² / D_n` of finitely many channels with
nonzero gaps `D_n`. -/
def energy {ι : Type*} [Fintype ι] (F : ι → ℝ → ℝ) (D : ι → ℝ) (R : ℝ) : ℝ :=
  -∑ n, coupling (F n) R ^ 2 / D n

/-- The damping function: the ratio of the energy to the London term `-C / R⁶`,
for `R ≠ 0` and `C ≠ 0`. -/
def damping {ι : Type*} [Fintype ι] (F : ι → ℝ → ℝ) (D : ι → ℝ) (C R : ℝ) : ℝ :=
  energy F D R / (-C / R ^ 6)

/-- The kernel `sinc(kR)` never enlarges the spectral function in absolute value. -/
theorem integrand_bound (f : ℝ → ℝ) (k R : ℝ) :
    ‖Real.sinc (k * R) * f k‖ ≤ |f k| := by
  rw [Real.norm_eq_abs, abs_mul]
  exact mul_le_of_le_one_left (abs_nonneg _)
    (abs_le.mpr ⟨Real.neg_one_le_sinc _, Real.sinc_le_one _⟩)

/-- For an integrable spectral function, the integrand of the coupling is almost everywhere strongly
measurable on `(0, ∞)` at every distance. -/
theorem integrand_measurable {f : ℝ → ℝ} (hf : IntegrableOn f (Ioi 0)) (R : ℝ) :
    AEStronglyMeasurable (fun k => Real.sinc (k * R) * f k)
      (volume.restrict (Ioi (0 : ℝ))) :=
  (Real.continuous_sinc.comp
    (continuous_id.mul continuous_const)).aestronglyMeasurable.mul hf.aestronglyMeasurable

/-- For an integrable spectral function, the coupling is continuous in the distance and
bounded in absolute value by `∫ |f|`. -/
theorem coupling_regular {f : ℝ → ℝ} (hf : IntegrableOn f (Ioi 0)) :
    Continuous (coupling f) ∧ ∀ R, |coupling f R| ≤ ∫ k in Ioi (0 : ℝ), |f k| := by
  constructor
  · -- dominated convergence with the dominating function |f|
    exact continuous_of_dominated (bound := fun k => |f k|) (integrand_measurable hf)
      (fun R => Eventually.of_forall fun k => integrand_bound f k R) hf.abs
      (Eventually.of_forall fun k =>
        (Real.continuous_sinc.comp (continuous_const.mul continuous_id)).mul
          continuous_const)
  · intro R
    exact norm_integral_le_of_norm_le hf.abs
      (Eventually.of_forall fun k => integrand_bound f k R)

/-- For an integrable spectral function, the coupling vanishes at infinite distance. -/
theorem coupling_tendsto_zero {f : ℝ → ℝ} (hf : IntegrableOn f (Ioi 0)) :
    Tendsto (coupling f) atTop (𝓝 0) := by
  -- the kernel itself decays, since |sin x / x| ≤ 1 / x
  have hs : Tendsto Real.sinc atTop (𝓝 0) := by
    refine squeeze_zero_norm' ?_ tendsto_inv_atTop_zero
    filter_upwards [eventually_gt_atTop (0 : ℝ)] with x hx
    rw [Real.sinc_of_ne_zero hx.ne', Real.norm_eq_abs, abs_div, abs_of_pos hx, ← one_div]
    exact (div_le_div_iff_of_pos_right hx).mpr (Real.abs_sin_le_one x)
  have h : Tendsto (coupling f) atTop (𝓝 (∫ _k in Ioi (0 : ℝ), (0 : ℝ))) := by
    refine tendsto_integral_filter_of_dominated_convergence (fun k => |f k|)
      (Eventually.of_forall (integrand_measurable hf))
      (Eventually.of_forall fun R => Eventually.of_forall fun k => integrand_bound f k R)
      hf.abs ?_
    filter_upwards [ae_restrict_mem measurableSet_Ioi] with k hk
    have h1 := (hs.comp (tendsto_id.const_mul_atTop (mem_Ioi.mp hk))).mul_const (f k)
    rw [zero_mul] at h1
    exact h1
  simpa using h

variable {ι : Type*} [Fintype ι] {F : ι → ℝ → ℝ} {D : ι → ℝ}

/-- For finitely many integrable spectral functions and positive gaps, the energy is
continuous in `R`, bounded in absolute value by `∑ (∫ |F_n|)² / D_n`, and equal to
`-∑ (∫ F_n)² / D_n` at `R = 0`. -/
theorem energy_regular (hF : ∀ n, IntegrableOn (F n) (Ioi 0)) (hD : ∀ n, 0 < D n) :
    Continuous (energy F D) ∧
    (∀ R, |energy F D R| ≤ ∑ n, (∫ k in Ioi (0 : ℝ), |F n k|) ^ 2 / D n) ∧
    energy F D 0 = -∑ n, (∫ k in Ioi (0 : ℝ), F n k) ^ 2 / D n := by
  refine ⟨?_, ?_, ?_⟩
  · exact (continuous_finsetSum _ fun n _ =>
      ((coupling_regular (hF n)).1.pow 2).div_const (D n)).neg
  · intro R
    rw [energy, abs_neg, abs_of_nonneg
      (Finset.sum_nonneg fun n _ => div_nonneg (sq_nonneg _) (hD n).le)]
    -- compare channel by channel
    refine Finset.sum_le_sum fun n _ => (div_le_div_iff_of_pos_right (hD n)).mpr ?_
    have h := abs_le.mp ((coupling_regular (hF n)).2 R)
    exact sq_le_sq' h.1 h.2
  · simp [energy, coupling, Real.sinc_zero]

/-- For finitely many integrable spectral functions, the energy vanishes at infinite
distance. -/
theorem energy_tendsto_zero (hF : ∀ n, IntegrableOn (F n) (Ioi 0)) :
    Tendsto (energy F D) atTop (𝓝 0) := by
  have h : Tendsto (energy F D) atTop (𝓝 (-∑ n, (0 : ℝ) ^ 2 / D n)) :=
    (tendsto_finsetSum _ fun n _ =>
      ((coupling_tendsto_zero (hF n)).pow 2).div_const (D n)).neg
  simpa using h

/-- If the integrable spectral functions are nonnegative and the gaps positive, the
energy is lowest at `R = 0`. -/
theorem energy_zero_le (hF : ∀ n, IntegrableOn (F n) (Ioi 0)) (hD : ∀ n, 0 < D n)
    (hpos : ∀ n, ∀ k > 0, 0 ≤ F n k) (R : ℝ) : energy F D 0 ≤ energy F D R := by
  obtain ⟨-, hb, h0⟩ := energy_regular hF hD
  -- for nonnegative spectral functions the general bound is the value at R = 0
  have habs : ∀ n, ∫ k in Ioi (0 : ℝ), |F n k| = ∫ k in Ioi (0 : ℝ), F n k := fun n =>
    setIntegral_congr_fun measurableSet_Ioi fun k hk => abs_of_nonneg (hpos n k hk)
  have h := hb R
  simp only [habs] at h
  rw [h0]
  linarith [neg_abs_le (energy F D R)]

/-- For integrable spectral functions, positive gaps and `C ≠ 0`, the damping function
`f` obeys `C f(R) / R⁶ → ∑ (∫ F_n)² / D_n` as `R → 0`. -/
theorem damping_short_range (hF : ∀ n, IntegrableOn (F n) (Ioi 0)) (hD : ∀ n, 0 < D n)
    {C : ℝ} (hC : C ≠ 0) :
    Tendsto (fun R => C * (damping F D C R / R ^ 6)) (𝓝[≠] 0)
      (𝓝 (∑ n, (∫ k in Ioi (0 : ℝ), F n k) ^ 2 / D n)) := by
  obtain ⟨hc, -, h0⟩ := energy_regular hF hD
  have h : Tendsto (fun R => -energy F D R) (𝓝[≠] 0) (𝓝 (-energy F D 0)) :=
    (hc.neg.tendsto 0).mono_left nhdsWithin_le_nhds
  rw [h0, neg_neg] at h
  refine h.congr' ?_
  -- away from R = 0 the powers of R cancel
  filter_upwards [self_mem_nhdsWithin] with R hR
  have hR' : R ≠ 0 := hR
  rw [damping]
  field_simp

end

end KoideDamping
```

```lean
#print axioms KoideDamping.energy_tendsto_zero
-- 'KoideDamping.energy_tendsto_zero' depends on axioms: [propext, Classical.choice, Quot.sound]
#print axioms KoideDamping.energy_zero_le
-- 'KoideDamping.energy_zero_le' depends on axioms: [propext, Classical.choice, Quot.sound]
#print axioms KoideDamping.damping_short_range
-- 'KoideDamping.damping_short_range' depends on axioms: [propext, Classical.choice, Quot.sound]
```

## From the kernel bound to the energy in Lean

`integrand_bound` is the pointwise inequality \(|\operatorname{sinc}(kR) F_n(k)| \le |F_n(k)|\). It takes \(-1 \le \operatorname{sinc} \le 1\) from Mathlib and multiplies by \(|F_n(k)|\). `integrand_measurable` supplies the measurability that the convergence theorems require: the kernel is continuous in \(k\), and an integrable function is measurable up to a null set.

`coupling_regular` combines the two. Its first half applies `continuous_of_dominated`, the form of dominated convergence for integrals that depend on a parameter. The arguments are measurability, the pointwise bound, integrability of \(|F_n|\) (written `hf.abs`) and continuity in \(R\) at fixed \(k\). Its second half applies `norm_integral_le_of_norm_le`, which turns the pointwise bound into the bound on the integral.

`coupling_tendsto_zero` first proves, as `hs`, that sinc tends to zero, by squeezing \(|\sin x/x|\) under \(1/x\). It then uses dominated convergence along \(R \to \infty\). The line with `ae_restrict_mem` records that \(k\) lies in \((0,\infty)\). This matters because \(kR \to \infty\) only for positive \(k\); at \(k = 0\) the kernel would remain equal to 1.

`energy_regular` has three parts, in the order of the statement:

- Continuity is assembled from the continuity of each coupling by squaring, dividing by `D n`, summing and changing sign.
- For the bound, `abs_neg` and `abs_of_nonneg` remove the absolute value, since the sum is nonnegative. `Finset.sum_le_sum` reduces the claim to one channel, and `sq_le_sq'` squares the inequality for the coupling.
- The value at \(R = 0\) follows by simplification with `Real.sinc_zero`.

`energy_tendsto_zero` passes the limit of each coupling through the same square, quotient and finite sum.

In `energy_zero_le`, the auxiliary fact `habs` replaces \(\int |F_n|\) by \(\int F_n\). The general bound then reads \(|E(R)| \le -E(0)\), and `linarith` combines it with \(-|E(R)| \le E(R)\).

`damping_short_range` starts from the continuity of \(-E\) at zero and restricts the limit to \(R \neq 0\). The tactic `field_simp` then checks that \(C f(R)/R^6\) and \(-E(R)\) agree there, which is the cancellation of the two factors \(R^6\) in the derivation.
